# The number of fractional entanglement levels of a Slater determinant equals the rank of the correlation block between its two regions

Divide a finite set of sites into two regions, $m$ and $n$, and let

$$P=\begin{pmatrix}A&B\\ B^\dagger&D\end{pmatrix}$$

be a Hermitian projector. The number of eigenvalues of $A$ strictly between 0 and 1, counted with multiplicity, is $\operatorname{rank}B$. It is therefore at most $\min(|m|,|n|)$.

For a non-interacting fermion state given by a single Slater determinant, $P$ is the one-particle correlation matrix, and the eigenvalues of $A$ are the occupations of the modes that diagonalise the reduced state of region $m$. Modes with occupation 0 or 1 are not entangled with region $n$, so the theorem counts the modes that are. In density matrix embedding based on a mean-field determinant, the same count gives the number of bath orbitals that the Schmidt decomposition of the determinant assigns to a fragment, which is at most the size of the fragment.

## A determinant as a Hermitian projector

The regions are arbitrary finite types, with no geometry attached: a site may be a lattice site, a spin orbital or any other member of an orthonormal one-particle basis.

```lean
import Mathlib

open Matrix
open scoped ComplexOrder

namespace FreeFermionEntanglement

noncomputable section

variable {m n : Type*} [Fintype m] [Fintype n]
```

If the determinant fills orthonormal orbitals, the columns of a matrix $C$, then $P=CC^\dagger$. Hence $P^\dagger=P$, and $P^2=C(C^\dagger C)C^\dagger=P$. Idempotency says that every natural orbital is either full or empty. A thermal state with partial occupations violates it, and so does a correlated state.

`IsSlaterProjector A B D` takes these two properties as its definition. The blocks `A`, `B` and `D` are complex matrices, and the lower left block is `Bᴴ` by construction. Fock space, the many-body state and its entropy do not appear in the file; the link from the determinant to $P$ is the physical input. The basis must be orthonormal, because in an overlapping atomic-orbital basis the density matrix satisfies a different relation, which contains the overlap matrix.

```lean
/-- The condition that the matrix with blocks `A`, `B`, `Bᴴ`, `D` is a Hermitian projector. -/
structure IsSlaterProjector (A : Matrix m m ℂ) (B : Matrix m n ℂ) (D : Matrix n n ℂ) : Prop where
  hermitian : (fromBlocks A B Bᴴ D).IsHermitian
  idempotent : fromBlocks A B Bᴴ D * fromBlocks A B Bᴴ D = fromBlocks A B Bᴴ D
```

Write $\lambda_i$, with $i\in m$, for the eigenvalues of $A$, each repeated according to its multiplicity. The quantity of interest is

$$\#\{\,i\in m : 0<\lambda_i<1\,\}.$$

In Lean, `hA.eigenvalues` is this real-valued family, available once `hA` proves that the matrix is Hermitian. Counting indices, not distinct values, is what includes multiplicity.

```lean
/-- The number of eigenvalues of a Hermitian matrix strictly between 0 and 1, counted with
multiplicity. -/
def fractionalLevels [DecidableEq m] {A : Matrix m m ℂ} (hA : A.IsHermitian) : ℕ :=
  (Finset.univ.filter fun i => 0 < hA.eigenvalues i ∧ hA.eigenvalues i < 1).card
```

## What the blocks inherit from the projector

Comparing the diagonal blocks of $P^\dagger=P$ gives $A^\dagger=A$ and $D^\dagger=D$. Each region therefore has a real spectrum, and the level count makes sense for both. The proof takes the adjoint block by block and reads off the first and last of the four resulting equations.

```lean
/-- The correlation matrices of the two regions are each Hermitian. -/
theorem IsSlaterProjector.regions_hermitian {A : Matrix m m ℂ} {B : Matrix m n ℂ}
    {D : Matrix n n ℂ} (h : IsSlaterProjector A B D) : A.IsHermitian ∧ D.IsHermitian := by
  have h' : (fromBlocks A B Bᴴ D)ᴴ = fromBlocks A B Bᴴ D := h.hermitian
  rw [fromBlocks_conjTranspose, fromBlocks_inj] at h'
  exact ⟨h'.1, h'.2.2.2⟩
```

Multiplying out $P^2=P$ gives

$$\begin{aligned}
A^2+BB^\dagger&=A, & AB+BD&=B,\\
B^\dagger A+DB^\dagger&=B^\dagger, & B^\dagger B+D^2&=D.
\end{aligned}$$

The first equation is the important one: $A-A^2=BB^\dagger$. The restriction of a projector to one region fails to be a projector by exactly the amount that the correlations with the other region supply.

```lean
/-- Idempotency of the full correlation matrix, written out block by block. -/
theorem IsSlaterProjector.block_relations {A : Matrix m m ℂ} {B : Matrix m n ℂ}
    {D : Matrix n n ℂ} (h : IsSlaterProjector A B D) :
    A * A + B * Bᴴ = A ∧ A * B + B * D = B ∧ Bᴴ * A + D * Bᴴ = Bᴴ ∧ Bᴴ * B + D * D = D := by
  have h' := h.idempotent
  rwa [fromBlocks_multiply, fromBlocks_inj] at h'
```

## Counting in the eigenbasis of one region

Since $A$ is Hermitian, there is a unitary $U$ whose columns are orthonormal eigenvectors, with

$$U^\dagger AU=\Lambda=\operatorname{diag}(\lambda_i).$$

Mathlib's spectral theorem supplies $A=U\Lambda U^\dagger$. The auxiliary statement `key` moves the unitaries to the other side using $U^\dagger U=1$.

```lean
/-- A Hermitian matrix is brought to the diagonal matrix of its eigenvalues by a unitary. -/
theorem exists_diagonalization [DecidableEq m] {A : Matrix m m ℂ} (hA : A.IsHermitian) :
    ∃ U : Matrix m m ℂ, U * Uᴴ = 1 ∧
      Uᴴ * A * U = diagonal (fun i => (hA.eigenvalues i : ℂ)) := by
  have key : ∀ U L M : Matrix m m ℂ, Uᴴ * U = 1 → M = U * L * Uᴴ → Uᴴ * M * U = L := by
    intro U L M hU hM
    rw [hM]
    calc Uᴴ * (U * L * Uᴴ) * U = (Uᴴ * U) * L * (Uᴴ * U) := by simp only [Matrix.mul_assoc]
      _ = L := by rw [hU, Matrix.one_mul, Matrix.mul_one]
  refine ⟨hA.eigenvectorUnitary, mem_unitaryGroup_iff.1 hA.eigenvectorUnitary.2,
    key _ _ _ (mem_unitaryGroup_iff'.1 hA.eigenvectorUnitary.2) ?_⟩
  have h := hA.spectral_theorem
  rw [Unitary.conjStarAlgAut_apply] at h
  exact h
```

Now transform the relation $A-A^2=BB^\dagger$ to this basis. Inserting $UU^\dagger=1$ between the two factors of $A^2$ gives

$$(U^\dagger B)(U^\dagger B)^\dagger
=U^\dagger(A-A^2)U=\Lambda-\Lambda^2 .$$

The right side is diagonal. Its $i$-th diagonal entry, read from the left side, is a sum of squared moduli:

$$\lambda_i-\lambda_i^2=\sum_{j\in n}\left|(U^\dagger B)_{ij}\right|^2\ge 0 .$$

If this entry is nonzero, it is positive. Then $\lambda_i>\lambda_i^2\ge0$, and also

$$1-\lambda_i=(1-\lambda_i)^2+(\lambda_i-\lambda_i^2)>0,$$

so $0<\lambda_i<1$. Conversely, $0<\lambda_i<1$ makes $\lambda_i(1-\lambda_i)$ positive. The nonzero diagonal entries are thus exactly the fractional levels.

A diagonal matrix has as many independent rows as nonzero entries. Multiplication by the invertible matrix $U^\dagger$ does not change the rank, and $\operatorname{rank}(MM^\dagger)=\operatorname{rank}M$. Therefore

$$\#\{i:0<\lambda_i<1\}=\operatorname{rank}(\Lambda-\Lambda^2)=\operatorname{rank}(U^\dagger B)=\operatorname{rank}B .$$

In the proof, `hd` is the diagonal form, `hn` the nonnegativity and `hr` the chain of ranks. The closing `nlinarith` calls check the inequalities above. The theorem assumes only that $A$ is Hermitian and that $A-A^2=BB^\dagger$; the block $D$ plays no part, so the same statement can later be applied to the other region.

```lean
/-- If the deviation of a Hermitian matrix `A` from idempotency is `A - A² = B Bᴴ`, then the number
of its eigenvalues strictly between 0 and 1 is the rank of `B`. -/
theorem fractionalLevels_eq_rank_of_defect [DecidableEq m]
    {A : Matrix m m ℂ} {B : Matrix m n ℂ}
    (hA : A.IsHermitian) (h : A - A * A = B * Bᴴ) : fractionalLevels hA = B.rank := by
  obtain ⟨U, hU, hs⟩ := exists_diagonalization hA
  -- in the eigenbasis of `A` the matrix `B Bᴴ` is diagonal with entries `λ - λ²`
  have hd : (Uᴴ * B) * (Uᴴ * B)ᴴ =
      diagonal (fun i => ((hA.eigenvalues i - hA.eigenvalues i ^ 2 : ℝ) : ℂ)) := by
    have hsq : Uᴴ * (A * A) * U = (Uᴴ * A * U) * (Uᴴ * A * U) := by
      calc Uᴴ * (A * A) * U = Uᴴ * A * 1 * A * U := by
            simp only [Matrix.mul_assoc, Matrix.one_mul]
        _ = Uᴴ * A * (U * Uᴴ) * A * U := by rw [hU]
        _ = _ := by simp only [Matrix.mul_assoc]
    calc (Uᴴ * B) * (Uᴴ * B)ᴴ = Uᴴ * (B * Bᴴ) * U := by
          rw [conjTranspose_mul, conjTranspose_conjTranspose]
          simp only [Matrix.mul_assoc]
      _ = Uᴴ * A * U - (Uᴴ * A * U) * (Uᴴ * A * U) := by
          rw [← h, Matrix.mul_sub, Matrix.sub_mul, hsq]
      _ = _ := by
          rw [hs, diagonal_mul_diagonal, diagonal_sub]
          congr 1
          funext i
          push_cast
          ring
  -- the diagonal entries are sums of squared moduli
  have hn : ∀ i, 0 ≤ hA.eigenvalues i - hA.eigenvalues i ^ 2 := by
    intro i
    have hre : (((Uᴴ * B) * (Uᴴ * B)ᴴ) i i).re =
        hA.eigenvalues i - hA.eigenvalues i ^ 2 := by
      rw [hd, diagonal_apply_eq]
      exact Complex.ofReal_re _
    rw [← hre, Matrix.mul_apply, Complex.re_sum]
    refine Finset.sum_nonneg fun j _ => ?_
    rw [conjTranspose_apply, Complex.star_def, Complex.mul_conj, Complex.ofReal_re]
    exact Complex.normSq_nonneg _
  -- the rank counts the nonzero diagonal entries
  have hr : B.rank = (diagonal (fun i =>
      ((hA.eigenvalues i - hA.eigenvalues i ^ 2 : ℝ) : ℂ))).rank := by
    rw [← hd, rank_self_mul_conjTranspose,
      rank_mul_eq_right_of_isUnit_det _ _ (isUnit_det_of_left_inverse hU)]
  rw [hr, rank_diagonal, Fintype.card_subtype, fractionalLevels]
  congr 1
  ext i
  simp only [Finset.mem_filter, Finset.mem_univ, true_and]
  rw [Ne, Complex.ofReal_eq_zero]
  constructor
  · rintro ⟨h0, h1⟩ he
    nlinarith [mul_pos h0 (sub_pos.2 h1)]
  · intro hne
    have hp := lt_of_le_of_ne (hn i) (Ne.symm hne)
    constructor
    · nlinarith [sq_nonneg (hA.eigenvalues i)]
    · nlinarith [sq_nonneg (hA.eigenvalues i - 1)]
```

For a Slater projector the required relation is the first block equation, so the count follows. The expression `h.regions_hermitian.1` in the statement is the proof that $A$ is Hermitian, which `fractionalLevels` needs as its argument.

```lean
/-- For a Slater determinant, the number of eigenvalues of a region's correlation matrix strictly
between 0 and 1 equals the rank of the correlation block joining the two regions. -/
theorem fractionalLevels_eq_rank [DecidableEq m]
    {A : Matrix m m ℂ} {B : Matrix m n ℂ} {D : Matrix n n ℂ}
    (h : IsSlaterProjector A B D) : fractionalLevels h.regions_hermitian.1 = B.rank := by
  apply fractionalLevels_eq_rank_of_defect
  rw [sub_eq_iff_eq_add']
  exact h.block_relations.1.symm
```

The matrix $B$ has $|m|$ rows and $|n|$ columns, and its rank exceeds neither number:

$$\#\{i:0<\lambda_i<1\}\le\min(|m|,|n|).$$

A region with more than twice as many sites as the other therefore has most of its levels at exactly 0 or 1. If either region is empty, there are no fractional levels at all.

```lean
/-- For a Slater determinant, the number of eigenvalues of a region's correlation matrix strictly
between 0 and 1 is at most the number of sites in the smaller region. -/
theorem fractionalLevels_le_min [DecidableEq m]
    {A : Matrix m m ℂ} {B : Matrix m n ℂ} {D : Matrix n n ℂ}
    (h : IsSlaterProjector A B D) :
    fractionalLevels h.regions_hermitian.1 ≤ min (Fintype.card m) (Fintype.card n) := by
  rw [fractionalLevels_eq_rank h]
  exact le_min B.rank_le_card_height B.rank_le_card_width
```

## The same count, and partner modes, in the other region

The last block equation reads $D-D^2=B^\dagger B=B^\dagger(B^\dagger)^\dagger$. This is the earlier relation with $A$ replaced by $D$ and $B$ by $B^\dagger$, so the number of fractional levels of $D$ is $\operatorname{rank}B^\dagger=\operatorname{rank}B$. The two regions have equally many, even when their sizes differ.

```lean
/-- The correlation matrices of the two regions have equally many eigenvalues strictly between
0 and 1. -/
theorem fractionalLevels_complement [DecidableEq m] [DecidableEq n]
    {A : Matrix m m ℂ} {B : Matrix m n ℂ} {D : Matrix n n ℂ}
    (h : IsSlaterProjector A B D) :
    fractionalLevels h.regions_hermitian.1 = fractionalLevels h.regions_hermitian.2 := by
  have hD : fractionalLevels h.regions_hermitian.2 = Bᴴ.rank := by
    apply fractionalLevels_eq_rank_of_defect
    rw [conjTranspose_conjTranspose, sub_eq_iff_eq_add]
    exact h.block_relations.2.2.2.symm
  rw [fractionalLevels_eq_rank h, hD, rank_conjTranspose]
```

Individual modes can be matched as well. Let $Av=\mu v$ with $v\neq0$ and $\mu\ne0,1$. The third block equation, applied to $v$, gives

$$D(B^\dagger v)=B^\dagger v-B^\dagger Av=(1-\mu)\,B^\dagger v .$$

This makes $B^\dagger v$ an eigenvector only if it is nonzero. Suppose $B^\dagger v=0$. The first block equation then gives $A^2v=Av$, that is, $\mu(1-\mu)v=0$, which contradicts the assumptions. A mode of occupation $\mu$ in region $m$ thus has a partner of occupation $1-\mu$ in region $n$.

The vector $B^\dagger v$ is not normalised. For $\|v\|=1$,

$$\|B^\dagger v\|^2=v^\dagger(A-A^2)v=\mu(1-\mu),$$

so the normalised partner is $B^\dagger v/\sqrt{\mu(1-\mu)}$. Lean allows $\mu$ to be complex, although for this Hermitian $A$ it is always real. In the proof, `hBA` is the third block equation and `hAA` the first, each applied to $v$.

```lean
/-- Let `A`, `B`, `D` be the blocks of a Slater projector. If `v` is an eigenvector of `A` with
eigenvalue `μ` other than 0 and 1, then `Bᴴ v` is an eigenvector of `D` with eigenvalue `1 - μ`. -/
theorem partner_mode {A : Matrix m m ℂ} {B : Matrix m n ℂ} {D : Matrix n n ℂ}
    (h : IsSlaterProjector A B D) {μ : ℂ} {v : m → ℂ} (hv : A *ᵥ v = μ • v)
    (hv0 : v ≠ 0) (h0 : μ ≠ 0) (h1 : μ ≠ 1) :
    Bᴴ *ᵥ v ≠ 0 ∧ D *ᵥ (Bᴴ *ᵥ v) = (1 - μ) • (Bᴴ *ᵥ v) := by
  obtain ⟨hAA, -, hBA, -⟩ := h.block_relations
  constructor
  · intro hz
    -- if `Bᴴ v = 0`, then `A² v = A v`, which forces `μ` to be 0 or 1
    have e := congrArg (fun M => M *ᵥ v) hAA
    simp only [add_mulVec, ← mulVec_mulVec, hv, mulVec_smul, hz, mulVec_zero, add_zero] at e
    have e' : (μ * (1 - μ)) • v = 0 := by
      linear_combination (norm := module) (-1 : ℂ) • e
    rcases smul_eq_zero.1 e' with hμ | hv'
    · exact mul_ne_zero h0 (sub_ne_zero.2 (Ne.symm h1)) hμ
    · exact hv0 hv'
  · have e := congrArg (fun M => M *ᵥ v) hBA
    simp only [add_mulVec, ← mulVec_mulVec, hv, mulVec_smul] at e
    linear_combination (norm := module) e
```

In a program, one builds $P=CC^\dagger$ from the occupied orbitals, slices out $A$ and diagonalises it, or slices out $B$ and computes its singular values $\sigma_i$. The two routes are linked by $\sigma_i^2=\lambda_i(1-\lambda_i)$, which matters when a numerical threshold decides what counts as zero. A level at distance $\varepsilon\ll1$ from 0 or 1 corresponds to a singular value of about $\sqrt\varepsilon$, so using the same threshold on both routes can give different counts; a threshold $\varepsilon$ for the levels corresponds to one of about $\sqrt\varepsilon$ for the singular values.

## Bonds that saturate the bound

The smallest entangled case has one site in each region and one particle in the bonding orbital $(1,1)/\sqrt2$:

$$P=\frac12\begin{pmatrix}1&1\\1&1\end{pmatrix},\qquad A=B=D=\tfrac12 .$$

The single level of $A$ lies at $\tfrac12$, and $B$ has rank 1. Placing one such bond between each site of a region and its copy in the other region gives $A=B=D=\tfrac12\mathbb 1$ on any finite set of sites $n$.

```lean
/-- Half the identity matrix on the sites `n`. -/
def bondBlock (n : Type*) [DecidableEq n] : Matrix n n ℂ := (1 / 2 : ℂ) • 1
```

The blocks are Hermitian, and each block of $P^2$ is

$$\tfrac14\mathbb 1+\tfrac14\mathbb 1=\tfrac12\mathbb 1,$$

so $P$ is a projector. The block $B=\tfrac12\mathbb 1$ has inverse $2\cdot\mathbb 1$ and hence full rank $|n|$. All $|n|$ levels are fractional, and the size bound is attained for two regions of equal size. Lean proves both parts: that the family satisfies `IsSlaterProjector`, and that its level count is `Fintype.card n`. The second part uses the rank theorem, so the eigenvalues need not be computed separately.

```lean
/-- Taking all three blocks equal to half the identity gives a Slater projector, and the number of
eigenvalues strictly between 0 and 1 is then the full number of sites of a region. -/
theorem bondBlock_witness [DecidableEq n] :
    IsSlaterProjector (bondBlock n) (bondBlock n) (bondBlock n) ∧
      ∀ hA : (bondBlock n).IsHermitian, fractionalLevels hA = Fintype.card n := by
  have hstar : (bondBlock n)ᴴ = bondBlock n := by
    simp [bondBlock, conjTranspose_smul]
  have hsq : bondBlock n * bondBlock n + bondBlock n * bondBlock n = bondBlock n := by
    simp only [bondBlock, Matrix.smul_mul, Matrix.mul_smul, Matrix.one_mul]
    module
  have hP : IsSlaterProjector (bondBlock n) (bondBlock n) (bondBlock n) := by
    constructor
    · change (fromBlocks _ _ _ _)ᴴ = _
      rw [fromBlocks_conjTranspose]
      simp only [hstar]
    · rw [hstar, fromBlocks_multiply, hsq]
  refine ⟨hP, fun hA => (fractionalLevels_eq_rank hP).trans ?_⟩
  -- half the identity is invertible, so it has full rank
  have hinv : ((2 : ℂ) • (1 : Matrix n n ℂ)) * bondBlock n = 1 := by
    simp only [bondBlock, Matrix.smul_mul, Matrix.one_mul]
    module
  exact rank_of_isUnit _ ((isUnit_iff_isUnit_det _).2 (isUnit_det_of_left_inverse hinv))

end

end FreeFermionEntanglement
```

```lean
#print axioms FreeFermionEntanglement.fractionalLevels_eq_rank
#print axioms FreeFermionEntanglement.fractionalLevels_le_min
#print axioms FreeFermionEntanglement.fractionalLevels_complement
#print axioms FreeFermionEntanglement.partner_mode
```

```
'FreeFermionEntanglement.fractionalLevels_eq_rank' depends on axioms: [propext, Classical.choice, Quot.sound]
'FreeFermionEntanglement.fractionalLevels_le_min' depends on axioms: [propext, Classical.choice, Quot.sound]
'FreeFermionEntanglement.fractionalLevels_complement' depends on axioms: [propext, Classical.choice, Quot.sound]
'FreeFermionEntanglement.partner_mode' depends on axioms: [propext, Classical.choice, Quot.sound]
```
